# Replica-exchange acceptance for independent Gamma-distributed energies: dependence on the temperature ratio and an exponential upper bound in the heat capacity

How often two replicas at different temperatures succeed in exchanging configurations depends on how their energies are distributed, and here that distribution is chosen: the energies $E_1,E_2>0$ are independent, with Gamma densities that share one exponent. At inverse temperature $\beta$ the density is

$$p_{c,\beta}(E)=\frac{\beta^c}{\Gamma(c)}\,E^{c-1}e^{-\beta E},\qquad c>0 .$$

This is the canonical distribution for a density of states proportional to $E^{c-1}$, with energies measured from the minimum. Its mean energy is $c/\beta$, so $c$ is the heat capacity in units of the Boltzmann constant. For the potential energy of $N$ classical harmonic modes, $c=N/2$.

A proposed swap is accepted with the Metropolis probability $\min(1,e^{(\beta_1-\beta_2)(E_1-E_2)})$. Let $A_c(\beta_1,\beta_2)$ be its mean and $r=\beta_1/\beta_2$. Then $A_c$ depends only on $c$ and $r$, and

$$A_c(\beta_1,\beta_2)\le\left(\frac{4r}{(1+r)^2}\right)^c=\cosh\!\left(\tfrac12\ln r\right)^{-2c}.$$

In molecular dynamics with velocities rescaled at each swap, $E$ is the potential energy, and $c$ is the heat capacity without its kinetic part. For temperature ladders the result means, as far as the Gamma model applies, that geometric spacing gives uniform acceptance and that a fixed ratio $r\ne1$ becomes too wide as $c$ grows with the system.

## Halving the exponent factorises the average

For $\beta+t>0$ the Gamma integral gives

$$\langle e^{-tE}\rangle_\beta=\frac{\beta^c}{\Gamma(c)}\int_0^\infty E^{c-1}e^{-(\beta+t)E}\,dE=\left(\frac{\beta}{\beta+t}\right)^c .$$

Setting $t=0$ gives normalisation. Since $\Gamma(c+1)=c\,\Gamma(c)$, we have $E\,p_{c,\beta}(E)=(c/\beta)\,p_{c+1,\beta}(E)$, and integration gives the mean $c/\beta$.

Next, $\min(1,e^x)\le e^{x/2}$ for every real $x$: if $x\ge0$ the left side is $1\le e^{x/2}$, and if $x\le0$ it is $e^x\le e^{x/2}$. With $x=(\beta_1-\beta_2)(E_1-E_2)$,

$$e^{x/2}=e^{-(\beta_2-\beta_1)E_1/2}\;e^{-(\beta_1-\beta_2)E_2/2}.$$

Each factor involves one replica and moves its inverse temperature to the mean $(\beta_1+\beta_2)/2$. By independence,

$$A_c\le\left(\frac{2\beta_1}{\beta_1+\beta_2}\right)^c\left(\frac{2\beta_2}{\beta_1+\beta_2}\right)^c=\left(\frac{4r}{(1+r)^2}\right)^c .$$

The hyperbolic form follows from $\cosh(\tfrac12\ln r)=\tfrac12(\sqrt r+1/\sqrt r)=(1+r)/(2\sqrt r)$.

## A common factor in the inverse temperatures drops out

For $s>0$, $p_{c,s\beta}(E)=s\,p_{c,\beta}(sE)$, and the swap exponent satisfies $(s\beta_1-s\beta_2)(E_1-E_2)=(\beta_1-\beta_2)(sE_1-sE_2)$. Substituting $u_i=sE_i$ in both integrals gives $A_c(s\beta_1,s\beta_2)=A_c(\beta_1,\beta_2)$. The choice $s=1/\beta_2$ yields $A_c(\beta_1,\beta_2)=A_c(r,1)$.

On a ladder $\beta_k=bq^k$, every neighbouring pair therefore has acceptance $A_c(1,q)$. The bound there has $r=1/q$, but $\cosh$ is even, so $\ln q$ may replace $\ln r$. For $\beta_1\ne\beta_2$, put $\kappa=2\ln\cosh(\tfrac12\ln r)>0$; the bound is then $e^{-\kappa c}$, with $\kappa$ independent of $c$.

At equal temperatures every swap is accepted, so $A_c=1$, and the bound is also $1$.

## Densities and the acceptance integral in Lean

```lean
import Mathlib

open MeasureTheory Set

namespace ReplicaExchangeGamma

noncomputable section
```

The name `energyDensity` means a probability density in energy, not energy per volume. Its arguments are real numbers, and the exponent `c` need not be an integer.

```lean
/-- Canonical energy density `β^c / Γ(c) * E^(c-1) * exp(-β E)`, for `c > 0`, `β > 0` and
energies `E > 0`. -/
def energyDensity (c β E : ℝ) : ℝ :=
  β ^ c / Real.Gamma c * (E ^ (c - 1) * Real.exp (-(β * E)))
```

The Metropolis rule is a function of two inverse temperatures and two energies.

```lean
/-- Metropolis probability of accepting a swap of replicas with energies `E₁` and `E₂`. -/
def swapProbability (β₁ β₂ E₁ E₂ : ℝ) : ℝ :=
  min 1 (Real.exp ((β₁ - β₂) * (E₁ - E₂)))
```

Independence enters as a product of the two densities.

```lean
/-- The swap probability weighted with the joint density of two independent replicas,
for `c, β₁, β₂ > 0` and positive energies. -/
def acceptanceDensity (c β₁ β₂ E₁ E₂ : ℝ) : ℝ :=
  swapProbability β₁ β₂ E₁ E₂ * (energyDensity c β₁ E₁ * energyDensity c β₂ E₂)
```

The mean is an integral over the positive quadrant, written `Ioi 0 ×ˢ Ioi 0`; `p.1` and `p.2` are $E_1$ and $E_2$.

```lean
/-- Mean swap acceptance: the average of the swap probability over both positive energies,
for `c, β₁, β₂ > 0`. -/
def meanSwapAcceptance (c β₁ β₂ : ℝ) : ℝ :=
  ∫ p in Ioi (0 : ℝ) ×ˢ Ioi (0 : ℝ), acceptanceDensity c β₁ β₂ p.1 p.2
```

## Exponential averages, normalisation and convergence

The first theorem is the Gamma integral above. Its step `h` merges the two exponentials, and Mathlib's `Real.integral_rpow_mul_exp_neg_mul_Ioi` evaluates the result.

```lean
/-- For `c, β, β + t > 0`, the canonical average of `exp(-t E)` is `(β / (β + t))^c`. -/
theorem exponential_average {c β t : ℝ} (hc : 0 < c) (hβ : 0 < β) (ht : 0 < β + t) :
    ∫ E in Ioi (0 : ℝ), Real.exp (-(t * E)) * energyDensity c β E = (β / (β + t)) ^ c := by
  have h : ∀ E, Real.exp (-(t * E)) * energyDensity c β E =
      β ^ c / Real.Gamma c * (E ^ (c - 1) * Real.exp (-((β + t) * E))) := by
    intro E
    unfold energyDensity
    rw [show -((β + t) * E) = -(t * E) + -(β * E) by ring, Real.exp_add]
    ring
  have hG := (Real.Gamma_pos_of_pos hc).ne'
  have hp := (Real.rpow_pos_of_pos ht c).ne'
  simp_rw [h]
  rw [integral_const_mul, Real.integral_rpow_mul_exp_neg_mul_Ioi hc ht,
    Real.div_rpow (by norm_num : (0 : ℝ) ≤ 1) ht.le, Real.one_rpow,
    Real.div_rpow hβ.le ht.le]
  field_simp
```

Normalisation is the case `t = 0`. It is proved for every positive exponent, because the mean energy uses it at `c + 1`.

```lean
/-- For `c, β > 0` the energy density has total probability one and mean energy `c / β`. -/
theorem normalised_and_mean_energy {c β : ℝ} (hc : 0 < c) (hβ : 0 < β) :
    ∫ E in Ioi (0 : ℝ), energyDensity c β E = 1 ∧
      ∫ E in Ioi (0 : ℝ), E * energyDensity c β E = c / β := by
  have norm1 : ∀ a : ℝ, 0 < a → ∫ E in Ioi (0 : ℝ), energyDensity a β E = 1 := by
    intro a ha
    have h := exponential_average (t := 0) ha hβ (by simpa using hβ)
    simpa [div_self hβ.ne'] using h
  refine ⟨norm1 c hc, ?_⟩
  -- a factor of the energy raises the exponent `c` by one
  have h : ∀ E ∈ Ioi (0 : ℝ),
      E * energyDensity c β E = c / β * energyDensity (c + 1) β E := by
    intro E hE
    have hE' : E ≠ 0 := ne_of_gt hE
    have hG := (Real.Gamma_pos_of_pos hc).ne'
    have e : E ^ (c + 1 - 1) = E ^ (c - 1) * E := by
      rw [← Real.rpow_add_one hE']
      congr 1
      ring
    unfold energyDensity
    rw [e, Real.Gamma_add_one hc.ne', Real.rpow_add_one hβ.ne']
    field_simp
  rw [setIntegral_congr_fun measurableSet_Ioi h, integral_const_mul,
    norm1 (c + 1) (by linarith), mul_one]
```

Lean assigns the value zero to an integral that does not converge. The exponential average is positive, so its integrand must be integrable.

```lean
/-- For `c, β, β + t > 0`, the function `exp(-t E)` is integrable against the energy density. -/
theorem exponential_integrable {c β t : ℝ} (hc : 0 < c) (hβ : 0 < β) (ht : 0 < β + t) :
    IntegrableOn (fun E => Real.exp (-(t * E)) * energyDensity c β E) (Ioi 0) := by
  by_contra h
  have h1 := exponential_average hc hβ ht
  rw [integral_undef h] at h1
  have h2 := Real.rpow_pos_of_pos (div_pos hβ ht) c
  linarith
```

The acceptance integrand is measurable and is dominated by the product of the two densities, since the swap probability lies between 0 and 1. The defining integral is thus a genuine mean.

```lean
/-- For `c, β₁, β₂ > 0` the integral that defines the mean swap acceptance converges. -/
theorem acceptance_integrable {c β₁ β₂ : ℝ} (hc : 0 < c) (h₁ : 0 < β₁) (h₂ : 0 < β₂) :
    IntegrableOn (fun p : ℝ × ℝ => acceptanceDensity c β₁ β₂ p.1 p.2)
      (Ioi (0 : ℝ) ×ˢ Ioi (0 : ℝ)) := by
  have i : ∀ β : ℝ, 0 < β → IntegrableOn (fun E => energyDensity c β E) (Ioi 0) := by
    intro β hβ
    simpa using exponential_integrable (t := 0) hc hβ (by simpa using hβ)
  have hp : IntegrableOn (fun p : ℝ × ℝ => energyDensity c β₁ p.1 * energyDensity c β₂ p.2)
      (Ioi (0 : ℝ) ×ˢ Ioi (0 : ℝ)) := by
    rw [IntegrableOn, Measure.volume_eq_prod, ← Measure.prod_restrict]
    exact Integrable.mul_prod (i β₁ h₁) (i β₂ h₂)
  have hcont : Continuous fun p : ℝ × ℝ => swapProbability β₁ β₂ p.1 p.2 :=
    continuous_const.min (by fun_prop)
  -- the swap probability lies between zero and one
  refine Integrable.mono hp (hcont.aestronglyMeasurable.mul hp.aestronglyMeasurable)
    (Filter.Eventually.of_forall fun p => ?_)
  have hb : ‖swapProbability β₁ β₂ p.1 p.2‖ ≤ 1 := by
    unfold swapProbability
    rw [Real.norm_of_nonneg (le_min zero_le_one (Real.exp_pos _).le)]
    exact min_le_left _ _
  exact (norm_mul _ _).trans_le (mul_le_of_le_one_left (norm_nonneg _) hb)
```

## The upper bound and its hyperbolic form

In the next proof `hswap` is the inequality $\min(1,e^x)\le e^{x/2}$ in factorised form, with its two cases. `hprod` splits the double integral into two exponential averages, and `hb` rewrites their product in terms of $r$. Finally `setIntegral_mono_on` integrates the pointwise inequality, which needs the integrability of both sides and nonnegative densities.

```lean
/-- For `c, β₁, β₂ > 0` and `r = β₁ / β₂`, the mean swap acceptance is at most
`(4 r / (1 + r)^2)^c`. -/
theorem meanSwapAcceptance_le {c β₁ β₂ : ℝ} (hc : 0 < c) (h₁ : 0 < β₁) (h₂ : 0 < β₂) :
    meanSwapAcceptance c β₁ β₂ ≤ (4 * (β₁ / β₂) / (1 + β₁ / β₂) ^ 2) ^ c := by
  have e₁ : β₁ + (β₂ - β₁) / 2 = (β₁ + β₂) / 2 := by ring
  have e₂ : β₂ + (β₁ - β₂) / 2 = (β₁ + β₂) / 2 := by ring
  have t₁ : 0 < β₁ + (β₂ - β₁) / 2 := by linarith
  have t₂ : 0 < β₂ + (β₁ - β₂) / 2 := by linarith
  -- `min 1 (exp x) ≤ exp (x / 2)`, which factorises over the replicas
  have hswap : ∀ x y : ℝ, swapProbability β₁ β₂ x y ≤
      Real.exp (-((β₂ - β₁) / 2 * x)) * Real.exp (-((β₁ - β₂) / 2 * y)) := by
    intro x y
    rw [← Real.exp_add, show -((β₂ - β₁) / 2 * x) + -((β₁ - β₂) / 2 * y) =
      (β₁ - β₂) * (x - y) / 2 by ring]
    unfold swapProbability
    rcases le_total 0 ((β₁ - β₂) * (x - y)) with h | h
    · exact (min_le_left _ _).trans (Real.one_le_exp (by linarith))
    · exact (min_le_right _ _).trans (Real.exp_le_exp.mpr (by linarith))
  have hpos : ∀ β E : ℝ, 0 < β → 0 < E → 0 ≤ energyDensity c β E := by
    intro β E hβ hE
    have hG := Real.Gamma_pos_of_pos hc
    unfold energyDensity
    positivity
  have hint : IntegrableOn (fun p : ℝ × ℝ =>
      (Real.exp (-((β₂ - β₁) / 2 * p.1)) * energyDensity c β₁ p.1) *
      (Real.exp (-((β₁ - β₂) / 2 * p.2)) * energyDensity c β₂ p.2))
      (Ioi (0 : ℝ) ×ˢ Ioi (0 : ℝ)) := by
    rw [IntegrableOn, Measure.volume_eq_prod, ← Measure.prod_restrict]
    exact Integrable.mul_prod (exponential_integrable hc h₁ t₁) (exponential_integrable hc h₂ t₂)
  have hprod := setIntegral_prod_mul (μ := (volume : Measure ℝ)) (ν := (volume : Measure ℝ))
    (fun E => Real.exp (-((β₂ - β₁) / 2 * E)) * energyDensity c β₁ E)
    (fun E => Real.exp (-((β₁ - β₂) / 2 * E)) * energyDensity c β₂ E) (Ioi 0) (Ioi 0)
  rw [exponential_average hc h₁ t₁, exponential_average hc h₂ t₂, e₁, e₂,
    ← Real.mul_rpow (by positivity) (by positivity)] at hprod
  have hb : β₁ / ((β₁ + β₂) / 2) * (β₂ / ((β₁ + β₂) / 2)) =
      4 * (β₁ / β₂) / (1 + β₁ / β₂) ^ 2 := by
    have h : 1 + β₁ / β₂ = (β₁ + β₂) / β₂ := by
      rw [add_div, div_self h₂.ne', add_comm]
    rw [h]
    field_simp
    ring
  rw [← hb]
  refine le_trans (setIntegral_mono_on (acceptance_integrable hc h₁ h₂) hint
    (measurableSet_Ioi.prod measurableSet_Ioi) fun p hp => ?_) (le_of_eq hprod)
  have h := mul_le_mul_of_nonneg_right (hswap p.1 p.2)
    (mul_nonneg (hpos β₁ p.1 h₁ hp.1) (hpos β₂ p.2 h₂ hp.2))
  exact h.trans (le_of_eq (by ring))
```

The identity with $\cosh$ sets $s=e^{\ln r/2}$, so that $s^2=r$, and reduces to algebra in $s$.

```lean
/-- For `r > 0` the bound `(4 r / (1 + r)^2)^c` equals `cosh(ln(r) / 2)^(-2c)`. -/
theorem bound_eq_cosh {r : ℝ} (hr : 0 < r) (c : ℝ) :
    (4 * r / (1 + r) ^ 2) ^ c = Real.cosh (Real.log r / 2) ^ (-2 * c) := by
  have hbase : 4 * r / (1 + r) ^ 2 = (Real.cosh (Real.log r / 2) ^ 2)⁻¹ := by
    have hs : Real.exp (Real.log r / 2) ^ 2 = r := by
      rw [sq, ← Real.exp_add, add_halves, Real.exp_log hr]
    have hpos := Real.exp_pos (Real.log r / 2)
    rw [Real.cosh_eq, Real.exp_neg]
    generalize Real.exp (Real.log r / 2) = s at hs hpos ⊢
    rw [← hs]
    have h : s + s⁻¹ = (1 + s ^ 2) / s := by
      field_simp
      ring
    rw [h]
    field_simp
    ring
  rw [hbase, Real.rpow_mul (Real.cosh_pos _).le, Real.rpow_neg (Real.cosh_pos _).le,
    Real.rpow_two]
```

## Ratio dependence, ladders and growth of the heat capacity

For the rescaling, `iter` turns the quadrant integral into an iterated one, `dens` is the scaling law of the density, and `sub` is the substitution in one variable. It is applied first to $E_2$ (`inner`), then to $E_1$.

```lean
/-- For `c, β₁, β₂ > 0`, multiplying both inverse temperatures by `s > 0` leaves the mean swap
acceptance unchanged. -/
theorem meanSwapAcceptance_scale {c β₁ β₂ s : ℝ} (hc : 0 < c) (hs : 0 < s)
    (h₁ : 0 < β₁) (h₂ : 0 < β₂) :
    meanSwapAcceptance c (s * β₁) (s * β₂) = meanSwapAcceptance c β₁ β₂ := by
  have iter : ∀ a b : ℝ, 0 < a → 0 < b → meanSwapAcceptance c a b =
      ∫ x in Ioi (0 : ℝ), ∫ y in Ioi (0 : ℝ), acceptanceDensity c a b x y :=
    fun a b ha hb => setIntegral_prod _ (acceptance_integrable hc ha hb)
  have sub : ∀ g : ℝ → ℝ, ∫ y in Ioi (0 : ℝ), s * g (s * y) = ∫ y in Ioi (0 : ℝ), g y := by
    intro g
    rw [integral_const_mul, integral_comp_mul_left_Ioi g 0 hs, mul_zero, smul_eq_mul,
      mul_inv_cancel_left₀ hs.ne']
  have dens : ∀ β E : ℝ, 0 < β → 0 < E →
      energyDensity c (s * β) E = s * energyDensity c β (s * E) := by
    intro β E hβ hE
    have e : s ^ c = s * s ^ (c - 1) := by
      rw [Real.rpow_sub_one hs.ne']
      field_simp
    unfold energyDensity
    rw [Real.mul_rpow hs.le hβ.le, Real.mul_rpow hs.le hE.le, e,
      show s * β * E = β * (s * E) by ring]
    ring
  have point : ∀ x ∈ Ioi (0 : ℝ), ∀ y ∈ Ioi (0 : ℝ),
      acceptanceDensity c (s * β₁) (s * β₂) x y =
        s * (s * acceptanceDensity c β₁ β₂ (s * x) (s * y)) := by
    intro x hx y hy
    unfold acceptanceDensity swapProbability
    rw [dens β₁ x h₁ hx, dens β₂ y h₂ hy,
      show (s * β₁ - s * β₂) * (x - y) = (β₁ - β₂) * (s * x - s * y) by ring]
    ring
  -- substitute the rescaled energies, first in the inner and then in the outer integral
  have inner : ∀ x ∈ Ioi (0 : ℝ),
      ∫ y in Ioi (0 : ℝ), acceptanceDensity c (s * β₁) (s * β₂) x y =
        s * ∫ y in Ioi (0 : ℝ), acceptanceDensity c β₁ β₂ (s * x) y := fun x hx =>
    (setIntegral_congr_fun measurableSet_Ioi (point x hx)).trans
      ((sub fun y => s * acceptanceDensity c β₁ β₂ (s * x) y).trans (integral_const_mul _ _))
  rw [iter _ _ (mul_pos hs h₁) (mul_pos hs h₂), iter _ _ h₁ h₂]
  exact (setIntegral_congr_fun measurableSet_Ioi inner).trans
    (sub fun x => ∫ y in Ioi (0 : ℝ), acceptanceDensity c β₁ β₂ x y)
```

Applying this to the pair $(r,1)$ with factor $\beta_2$ expresses the acceptance through the ratio.

```lean
/-- For `c, β₁, β₂ > 0` the mean swap acceptance is a function of `c` and `β₁ / β₂` alone. -/
theorem meanSwapAcceptance_ratio {c β₁ β₂ : ℝ} (hc : 0 < c) (h₁ : 0 < β₁) (h₂ : 0 < β₂) :
    meanSwapAcceptance c β₁ β₂ = meanSwapAcceptance c (β₁ / β₂) 1 := by
  have h := meanSwapAcceptance_scale hc h₂ (div_pos h₁ h₂) one_pos
  have e : β₂ * (β₁ / β₂) = β₁ := by field_simp
  rwa [e, mul_one] at h
```

The ladder theorem holds for every natural number `k` and every `q > 0`, so the inverse temperatures may rise, fall or stay equal. It compares each pair with the first one and adds the bound.

```lean
/-- On a geometric ladder `β_k = b q^k` with `b, q, c > 0`, every neighbouring pair has the same
mean swap acceptance, and it is at most `cosh(ln(q) / 2)^(-2c)`. -/
theorem geometric_ladder {c b q : ℝ} (hc : 0 < c) (hb : 0 < b) (hq : 0 < q) (k : ℕ) :
    meanSwapAcceptance c (b * q ^ k) (b * q ^ (k + 1)) = meanSwapAcceptance c b (b * q) ∧
      meanSwapAcceptance c (b * q ^ k) (b * q ^ (k + 1)) ≤
        Real.cosh (Real.log q / 2) ^ (-2 * c) := by
  have hk : meanSwapAcceptance c (b * q ^ k) (b * q ^ (k + 1)) = meanSwapAcceptance c 1 q := by
    have h := meanSwapAcceptance_scale (s := b * q ^ k) hc (by positivity) one_pos hq
    rwa [mul_one, show b * q ^ k * q = b * q ^ (k + 1) by ring] at h
  have h0 : meanSwapAcceptance c b (b * q) = meanSwapAcceptance c 1 q := by
    have h := meanSwapAcceptance_scale hc hb one_pos hq
    rwa [mul_one] at h
  refine ⟨hk.trans h0.symm, ?_⟩
  have h := meanSwapAcceptance_le hc one_pos hq
  rw [bound_eq_cosh (div_pos one_pos hq), one_div, Real.log_inv, neg_div, Real.cosh_neg] at h
  exact hk.trans_le h
```

The last theorem gives the positive rate and the exponential bound together. The inverse temperatures are fixed before `c` is chosen, so one rate serves all heat capacities.

```lean
/-- For distinct `β₁, β₂ > 0` the mean swap acceptance is at most `exp(-κ c)` for all `c > 0`,
with the positive rate `κ = 2 ln cosh(ln(β₁ / β₂) / 2)`. -/
theorem exponential_decay {β₁ β₂ : ℝ} (h₁ : 0 < β₁) (h₂ : 0 < β₂) (hne : β₁ ≠ β₂) :
    0 < 2 * Real.log (Real.cosh (Real.log (β₁ / β₂) / 2)) ∧
      ∀ c : ℝ, 0 < c → meanSwapAcceptance c β₁ β₂ ≤
        Real.exp (-(2 * Real.log (Real.cosh (Real.log (β₁ / β₂) / 2)) * c)) := by
  constructor
  · have hr : β₁ / β₂ ≠ 1 := fun h => hne ((div_eq_one_iff_eq h₂.ne').mp h)
    have hl := Real.log_ne_zero_of_pos_of_ne_one (div_pos h₁ h₂) hr
    have hcosh := Real.one_lt_cosh.mpr (div_ne_zero hl (two_ne_zero))
    exact mul_pos two_pos (Real.log_pos hcosh)
  · intro c hc
    have h := meanSwapAcceptance_le hc h₁ h₂
    rw [bound_eq_cosh (div_pos h₁ h₂), Real.rpow_def_of_pos (Real.cosh_pos _)] at h
    refine h.trans (le_of_eq ?_)
    congr 1
    ring

end

end ReplicaExchangeGamma
```

```lean
#print axioms ReplicaExchangeGamma.normalised_and_mean_energy
#print axioms ReplicaExchangeGamma.meanSwapAcceptance_ratio
#print axioms ReplicaExchangeGamma.geometric_ladder
#print axioms ReplicaExchangeGamma.exponential_decay
```

```
'ReplicaExchangeGamma.normalised_and_mean_energy' depends on axioms: [propext, Classical.choice, Quot.sound]
'ReplicaExchangeGamma.meanSwapAcceptance_ratio' depends on axioms: [propext, Classical.choice, Quot.sound]
'ReplicaExchangeGamma.geometric_ladder' depends on axioms: [propext, Classical.choice, Quot.sound]
'ReplicaExchangeGamma.exponential_decay' depends on axioms: [propext, Classical.choice, Quot.sound]
```

## From the Gamma model to a simulated material

The step left to the user is to justify Gamma-distributed energies with the same $c$ at both temperatures. Anharmonicity or a phase transition can make the heat capacity vary with temperature, and the ladder result then need not apply. The bound is also one-sided: it can rule out a spacing as too wide, but it guarantees no minimum acceptance.

A Gaussian density of states of variance $\sigma^2$ would be another model. The same halving of the exponent then gives the bound $e^{-\sigma^2(\beta_1-\beta_2)^2/4}$, and the acceptance depends on the difference of the inverse temperatures, so equal spacing in $\beta$ takes the place of the geometric ladder. This comparison is an informal calculation, separate from the Lean development.
